# A two-magnon bound state below the free-magnon continuum of the spin-1/2 Heisenberg ferromagnetic chain

To pick out the bound pair in a two-flip spectrum computed for a long periodic spin-1/2 chain with Hamiltonian −J Σᵢ Sᵢ·Sᵢ₊₁ and J > 0, one measures energies from the fully polarised state and compares the levels at total momentum K, with |K| ≤ π, with 2J(1 − cos(K/2)), the lowest energy of two free magnons. For 0 < K < π the infinite chain has an exact bound state below that edge, with energy J sin²(K/2).

In Lean 4 with Mathlib:

```lean
import Mathlib

open Complex

namespace TwoMagnonBoundState

noncomputable section

/-- The spin-1/2 matrix of the x component. -/
def spinX : Matrix (Fin 2) (Fin 2) ℂ := !![0, 1 / 2; 1 / 2, 0]

/-- The spin-1/2 matrix of the y component. -/
def spinY : Matrix (Fin 2) (Fin 2) ℂ := !![0, -I / 2; I / 2, 0]

/-- The spin-1/2 matrix of the z component. -/
def spinZ : Matrix (Fin 2) (Fin 2) ℂ := !![1 / 2, 0; 0, -1 / 2]

/-- Matrix elements of one bond: `1/4 - S·S'` equals `(1 - P) / 2`, where `P` exchanges the two
spins. -/
theorem bond_eq_exchange (a b c d : Fin 2) :
    (if a = c ∧ b = d then (1 / 4 : ℂ) else 0)
      - (spinX a c * spinX b d + spinY a c * spinY b d + spinZ a c * spinZ b d)
    = ((if a = c ∧ b = d then 1 else 0) - (if a = d ∧ b = c then 1 else 0)) / 2 := by
  fin_cases a <;> fin_cases b <;> fin_cases c <;> fin_cases d <;>
    simp [spinX, spinY, spinZ] <;> ring_nf <;> norm_num [Complex.I_sq]

/-- The new position of a flip at site `n` when the spins at `i` and `i + 1` are exchanged. -/
def bondSwap (i n : ℤ) : ℤ := if n = i then i + 1 else if n = i + 1 then i else n

/-- Exchange of the spins at `i` and `i + 1`, acting on an amplitude for flips at `x < y`. -/
def exchange (i : ℤ) (ψ : ℤ → ℤ → ℂ) (x y : ℤ) : ℂ :=
  ψ (min (bondSwap i x) (bondSwap i y)) (max (bondSwap i x) (bondSwap i y))

/-- The Heisenberg Hamiltonian `J ∑ (1/4 - Sᵢ·Sᵢ₊₁)` of the infinite chain, acting on an
amplitude for flips at `x < y`. -/
def hamiltonian (J : ℝ) (ψ : ℤ → ℤ → ℂ) (x y : ℤ) : ℂ :=
  J * ∑ᶠ i : ℤ, (ψ x y - exchange i ψ x y) / 2

/-- For two flips that are not neighbours, each flip hops freely to both sides. -/
theorem hamiltonian_apart (J : ℝ) (ψ : ℤ → ℤ → ℂ) {x y : ℤ} (h : x + 1 < y) :
    hamiltonian J ψ x y = J / 2 * (4 * ψ x y - ψ (x - 1) y - ψ (x + 1) y
      - ψ x (y - 1) - ψ x (y + 1)) := by
  have e : ∀ i a b, min (bondSwap i x) (bondSwap i y) = a →
      max (bondSwap i x) (bondSwap i y) = b → exchange i ψ x y = ψ a b := by
    intro i a b ha hb
    simp only [exchange, ha, hb]
  have h1 : exchange (x - 1) ψ x y = ψ (x - 1) y := by
    apply e <;> unfold bondSwap <;> split_ifs <;> omega
  have h2 : exchange x ψ x y = ψ (x + 1) y := by
    apply e <;> unfold bondSwap <;> split_ifs <;> omega
  have h3 : exchange (y - 1) ψ x y = ψ x (y - 1) := by
    apply e <;> unfold bondSwap <;> split_ifs <;> omega
  have h4 : exchange y ψ x y = ψ x (y + 1) := by
    apply e <;> unfold bondSwap <;> split_ifs <;> omega
  -- only the four bonds that touch a flip contribute
  have hs : Function.support (fun i => (ψ x y - exchange i ψ x y) / 2) ⊆
      ↑({x - 1, x, y - 1, y} : Finset ℤ) := by
    intro i hi
    by_contra hn
    simp only [Finset.mem_coe, Finset.mem_insert, Finset.mem_singleton, not_or] at hn
    have h0 : exchange i ψ x y = ψ x y := by
      apply e <;> unfold bondSwap <;> split_ifs <;> omega
    exact Function.mem_support.1 hi (by simp [h0])
  rw [hamiltonian, finsum_eq_sum_of_support_subset _ hs, Finset.sum_insert,
    Finset.sum_insert, Finset.sum_insert, Finset.sum_singleton, h1, h2, h3, h4]
  · ring
  all_goals
    simp only [Finset.mem_insert, Finset.mem_singleton]
    omega

/-- For two neighbouring flips, only the two outward hops remain. -/
theorem hamiltonian_adjacent (J : ℝ) (ψ : ℤ → ℤ → ℂ) (x : ℤ) :
    hamiltonian J ψ x (x + 1) =
      J / 2 * (2 * ψ x (x + 1) - ψ (x - 1) (x + 1) - ψ x (x + 1 + 1)) := by
  have e : ∀ i a b, min (bondSwap i x) (bondSwap i (x + 1)) = a →
      max (bondSwap i x) (bondSwap i (x + 1)) = b → exchange i ψ x (x + 1) = ψ a b := by
    intro i a b ha hb
    simp only [exchange, ha, hb]
  have h1 : exchange (x - 1) ψ x (x + 1) = ψ (x - 1) (x + 1) := by
    apply e <;> unfold bondSwap <;> split_ifs <;> omega
  have h2 : exchange (x + 1) ψ x (x + 1) = ψ x (x + 1 + 1) := by
    apply e <;> unfold bondSwap <;> split_ifs <;> omega
  -- the bond between the two flips gives zero
  have hs : Function.support (fun i => (ψ x (x + 1) - exchange i ψ x (x + 1)) / 2) ⊆
      ↑({x - 1, x + 1} : Finset ℤ) := by
    intro i hi
    by_contra hn
    simp only [Finset.mem_coe, Finset.mem_insert, Finset.mem_singleton, not_or] at hn
    have h0 : exchange i ψ x (x + 1) = ψ x (x + 1) := by
      apply e <;> unfold bondSwap <;> split_ifs <;> omega
    exact Function.mem_support.1 hi (by simp [h0])
  rw [hamiltonian, finsum_eq_sum_of_support_subset _ hs, Finset.sum_insert,
    Finset.sum_singleton, h1, h2]
  · ring
  · simp only [Finset.mem_singleton]
    omega

/-- The product of two plane waves with momenta `k₁` and `k₂`. -/
def planePair (k₁ k₂ : ℝ) (x y : ℤ) : ℂ := exp (((k₁ * x + k₂ * y : ℝ) : ℂ) * I)

/-- The sum of two magnon energies `J (1 - cos k)`. -/
def pairEnergy (J k₁ k₂ : ℝ) : ℝ := J * (1 - Real.cos k₁) + J * (1 - Real.cos k₂)

/-- Moving one flip by one site multiplies the plane waves by a phase. -/
theorem planePair_hop (k₁ k₂ : ℝ) (x y : ℤ) :
    planePair k₁ k₂ (x - 1) y = exp (-k₁ * I) * planePair k₁ k₂ x y ∧
    planePair k₁ k₂ (x + 1) y = exp (k₁ * I) * planePair k₁ k₂ x y ∧
    planePair k₁ k₂ x (y - 1) = exp (-k₂ * I) * planePair k₁ k₂ x y ∧
    planePair k₁ k₂ x (y + 1) = exp (k₂ * I) * planePair k₁ k₂ x y := by
  unfold planePair
  refine ⟨?_, ?_, ?_, ?_⟩ <;> rw [← Complex.exp_add] <;> congr 1 <;> push_cast <;> ring

private theorem two_cos_eq (k : ℝ) :
    2 * ((Real.cos k : ℝ) : ℂ) = exp (k * I) + exp (-k * I) := by
  rw [Complex.ofReal_cos, Complex.cos]
  ring

/-- Away from contact, two plane waves solve the two-flip equation with the sum of the two
magnon energies. -/
theorem planePair_apart (J k₁ k₂ : ℝ) {x y : ℤ} (h : x + 1 < y) :
    hamiltonian J (planePair k₁ k₂) x y = pairEnergy J k₁ k₂ * planePair k₁ k₂ x y := by
  obtain ⟨h1, h2, h3, h4⟩ := planePair_hop k₁ k₂ x y
  rw [hamiltonian_apart J _ h, h1, h2, h3, h4, pairEnergy]
  simp only [Complex.ofReal_add, Complex.ofReal_mul, Complex.ofReal_sub, Complex.ofReal_one]
  linear_combination (J / 2 * planePair k₁ k₂ x y) * (two_cos_eq k₁ + two_cos_eq k₂)

/-- For `J ≥ 0` and `-π ≤ K ≤ π`, the least energy of two free magnons with total momentum `K` is
`2J (1 - cos (K/2))`. -/
theorem continuum_edge {J K : ℝ} (hJ : 0 ≤ J) (h₁ : -Real.pi ≤ K) (h₂ : K ≤ Real.pi) :
    IsLeast (Set.range fun q => pairEnergy J (K / 2 + q) (K / 2 - q))
      (2 * J * (1 - Real.cos (K / 2))) := by
  have hc : 0 ≤ Real.cos (K / 2) :=
    Real.cos_nonneg_of_mem_Icc ⟨by linarith, by linarith⟩
  constructor
  · refine ⟨0, ?_⟩
    simp only [pairEnergy, add_zero, sub_zero]
    ring
  · rintro _ ⟨q, rfl⟩
    simp only [pairEnergy, Real.cos_add, Real.cos_sub]
    nlinarith [mul_nonneg (mul_nonneg hJ hc) (sub_nonneg.2 (Real.cos_le_one q))]

/-- The amplitude `exp (iK(x+y)/2) z ^ (y-x)` of a pair with total momentum `K`; the theorems below
use it for `z ≠ 0`. -/
def pairState (K : ℝ) (z : ℂ) (x y : ℤ) : ℂ := planePair (K / 2) (K / 2) x y * z ^ (y - x)

/-- For `J ≠ 0`, a pair state with `z ≠ 0` solves the two-flip equations exactly when `z = cos
(K/2)` and the energy is `J sin² (K/2)`. -/
theorem pairState_eigen_iff {J K : ℝ} {z : ℂ} (hJ : J ≠ 0) (hz : z ≠ 0) (E : ℂ) :
    (∀ x y, x < y → hamiltonian J (pairState K z) x y = E * pairState K z x y) ↔
      z = (Real.cos (K / 2) : ℝ) ∧ E = J * ((Real.sin (K / 2) : ℝ) : ℂ) ^ 2 := by
  have hc := two_cos_eq (K / 2)
  have hsc : ((Real.sin (K / 2) : ℝ) : ℂ) ^ 2 + ((Real.cos (K / 2) : ℝ) : ℂ) ^ 2 = 1 := by
    exact_mod_cast Real.sin_sq_add_cos_sq (K / 2)
  have hne : ∀ x y, pairState K z x y ≠ 0 := fun x y =>
    mul_ne_zero (Complex.exp_ne_zero _) (zpow_ne_zero _ hz)
  -- the Hamiltonian on a pair state, at contact and away from it
  have near : ∀ x, hamiltonian J (pairState K z) x (x + 1) =
      J * (1 - (Real.cos (K / 2) : ℝ) * z) * pairState K z x (x + 1) := by
    intro x
    obtain ⟨h1, -, -, h4⟩ := planePair_hop (K / 2) (K / 2) x (x + 1)
    rw [hamiltonian_adjacent]
    simp only [pairState]
    rw [h1, h4, show x + 1 - (x - 1) = (x + 1 - x) + 1 by ring,
      show x + 1 + 1 - x = (x + 1 - x) + 1 by ring, zpow_add_one₀ hz]
    generalize z ^ (x + 1 - x) = w
    linear_combination (J / 2 * planePair (K / 2) (K / 2) x (x + 1) * w * z) * hc
  have far : ∀ x y, x + 1 < y → hamiltonian J (pairState K z) x y =
      J * (2 - (Real.cos (K / 2) : ℝ) * (z + z⁻¹)) * pairState K z x y := by
    intro x y h
    obtain ⟨h1, h2, h3, h4⟩ := planePair_hop (K / 2) (K / 2) x y
    rw [hamiltonian_apart J _ h]
    simp only [pairState]
    rw [h1, h2, h3, h4, show y - (x - 1) = (y - x) + 1 by ring,
      show y - (x + 1) = (y - x) - 1 by ring, show y - 1 - x = (y - x) - 1 by ring,
      show y + 1 - x = (y - x) + 1 by ring, zpow_add_one₀ hz, zpow_sub_one₀ hz]
    generalize z ^ (y - x) = w
    linear_combination (J / 2 * planePair (K / 2) (K / 2) x y * w * (z + z⁻¹)) * hc
  constructor
  · intro h
    have a := h 0 (0 + 1) (by norm_num)
    have b := h 0 2 (by norm_num)
    rw [near] at a
    rw [far 0 2 (by norm_num)] at b
    replace a := mul_right_cancel₀ (hne _ _) a
    replace b := mul_right_cancel₀ (hne _ _) b
    have hzz : z * z⁻¹ = 1 := mul_inv_cancel₀ hz
    -- comparing the two equations fixes the decay factor
    have hd : (J : ℂ) * (z - (Real.cos (K / 2) : ℝ)) = 0 := by
      linear_combination z * b - z * a + J * (Real.cos (K / 2) : ℝ) * hzz
    have hzc : z = (Real.cos (K / 2) : ℝ) :=
      sub_eq_zero.1 ((mul_eq_zero.1 hd).resolve_left (Complex.ofReal_ne_zero.2 hJ))
    refine ⟨hzc, ?_⟩
    linear_combination -a - J * (Real.cos (K / 2) : ℝ) * hzc - J * hsc
  · rintro ⟨hzc, rfl⟩ x y hxy
    obtain rfl | h : y = x + 1 ∨ x + 1 < y := by omega
    · rw [near]
      linear_combination (-J * (Real.cos (K / 2) : ℝ) * pairState K z x (x + 1)) * hzc
        - J * pairState K z x (x + 1) * hsc
    · have hinv : ((Real.cos (K / 2) : ℝ) : ℂ) * z⁻¹ = 1 := by
        rw [← hzc]
        exact mul_inv_cancel₀ hz
      rw [far x y h]
      linear_combination (-J * (Real.cos (K / 2) : ℝ) * pairState K z x y) * hzc
        - J * pairState K z x y * hsc - J * pairState K z x y * hinv

/-- The amplitude `exp (iK(x+y)/2) cos (K/2) ^ (y-x)`, for `cos (K/2) ≠ 0`. -/
def boundState (K : ℝ) : ℤ → ℤ → ℂ := pairState K (Real.cos (K / 2) : ℝ)

/-- For `J > 0` and `0 < K < π` the bound state solves the two-flip equations with energy
`J sin² (K/2)`, vanishes nowhere, is square-summable in the separation, and has an energy
strictly below `2J (1 - cos (K/2))`. -/
theorem two_magnon_bound_state {J K : ℝ} (hJ : 0 < J) (hK : 0 < K) (hπ : K < Real.pi) :
    (∀ x y, x < y → hamiltonian J (boundState K) x y =
      ((J * Real.sin (K / 2) ^ 2 : ℝ) : ℂ) * boundState K x y) ∧
    (∀ x y, boundState K x y ≠ 0) ∧
    (∀ x : ℤ, Summable fun r : ℕ => ‖boundState K x (x + 1 + r)‖ ^ 2) ∧
    J * Real.sin (K / 2) ^ 2 < 2 * J * (1 - Real.cos (K / 2)) := by
  have hc : 0 < Real.cos (K / 2) := Real.cos_pos_of_mem_Ioo ⟨by linarith, by linarith⟩
  have hs : 0 < Real.sin (K / 2) := Real.sin_pos_of_pos_of_lt_pi (by linarith) (by linarith)
  have hsq : Real.cos (K / 2) ^ 2 < 1 := by
    nlinarith [Real.sin_sq_add_cos_sq (K / 2), pow_pos hs 2]
  have hc1 : Real.cos (K / 2) < 1 := by nlinarith
  have hz : ((Real.cos (K / 2) : ℝ) : ℂ) ≠ 0 := Complex.ofReal_ne_zero.2 hc.ne'
  refine ⟨?_, ?_, ?_, ?_⟩
  · exact (pairState_eigen_iff hJ.ne' hz _).2
      ⟨rfl, by rw [Complex.ofReal_mul, Complex.ofReal_pow]⟩
  · exact fun x y => mul_ne_zero (Complex.exp_ne_zero _) (zpow_ne_zero _ hz)
  · -- the squared amplitudes form a geometric series
    intro x
    have hg := (summable_geometric_of_lt_one (sq_nonneg (Real.cos (K / 2))) hsq).mul_left
      (Real.cos (K / 2) ^ 2)
    refine hg.congr fun r => ?_
    rw [boundState, pairState, planePair, norm_mul, Complex.norm_exp_ofReal_mul_I, one_mul,
      norm_zpow, Complex.norm_real, Real.norm_eq_abs, abs_of_pos hc,
      show x + 1 + (r : ℤ) - x = ((r + 1 : ℕ) : ℤ) by push_cast; ring, zpow_natCast]
    ring
  · rw [Real.sin_sq]
    nlinarith [mul_pos hJ (pow_pos (sub_pos.2 hc1) 2)]

end

end TwoMagnonBoundState
```

```lean
#print axioms TwoMagnonBoundState.bond_eq_exchange
#print axioms TwoMagnonBoundState.planePair_apart
#print axioms TwoMagnonBoundState.continuum_edge
#print axioms TwoMagnonBoundState.two_magnon_bound_state
```

```
'TwoMagnonBoundState.bond_eq_exchange' depends on axioms: [propext, Classical.choice, Quot.sound]
'TwoMagnonBoundState.planePair_apart' depends on axioms: [propext, Classical.choice, Quot.sound]
'TwoMagnonBoundState.continuum_edge' depends on axioms: [propext, Classical.choice, Quot.sound]
'TwoMagnonBoundState.two_magnon_bound_state' depends on axioms: [propext, Classical.choice, Quot.sound]
```

The final theorem, `two_magnon_bound_state`, concerns the amplitude

ψ(x,y) = exp(iK(x+y)/2) c^(y−x), with c = cos(K/2),

for flipped spins at integer sites x < y. For J > 0 and 0 < K < π it states four things: ψ satisfies Hψ = J sin²(K/2) ψ at every x < y; ψ vanishes nowhere; for fixed x, the sum of |ψ(x, x+1+r)|² over r = 0, 1, 2, … converges; and J sin²(K/2) < 2J(1 − cos(K/2)). A separate theorem, `continuum_edge`, gives the right-hand side its meaning: it is the least value of the sum of two magnon energies J(1 − cos k) when the momenta are K/2 + q and K/2 − q, with q any real number.

The Hamiltonian is J Σᵢ (1/4 − Sᵢ·Sᵢ₊₁), with spins in units of ħ and the lattice spacing set to 1. The positive J favours parallel spins, and the constant 1/4 puts the fully polarised state at zero energy. For two spins 1/2, `bond_eq_exchange` checks, matrix element by matrix element, that

1/4 − S·S′ = (1 − P)/2,

where P exchanges the two spins. This identity motivates the definition of `hamiltonian`, which acts directly on amplitudes `ψ : ℤ → ℤ → ℂ`. The function `bondSwap` moves a flip across bond i, and `exchange` then puts the two positions back in increasing order, since the flips have no labels. Values of ψ at x ≥ y therefore never enter the equations. The sum over all bonds is written `∑ᶠ`, and it is a true finite sum here because a bond that touches no flip contributes zero.

The model does not construct the many-spin Hilbert space or a self-adjoint operator on it, and the two-flip spectrum is not classified. The word "bound" refers to decay in the separation. The centre of mass is still a plane wave, so the full state is not normalisable, but the relative motion is. Since |ψ(x, x+1+r)|² = c^(2(r+1)), the normalised probability of separation r + 1 is

p(r) = sin²(K/2) cos^(2r)(K/2).

The eigenvalue equations follow from counting bonds. If the flips are not neighbours, four bonds touch a flip, and each lets it hop by one site:

(Hψ)(x,y) = (J/2)[4ψ(x,y) − ψ(x−1,y) − ψ(x+1,y) − ψ(x,y−1) − ψ(x,y+1)].

If y = x + 1, the bond between the flips joins two equal spins and gives zero, which leaves the two outward hops:

(Hψ)(x,x+1) = (J/2)[2ψ(x,x+1) − ψ(x−1,x+1) − ψ(x,x+2)].

The diagonal energy is thus 2J for separated flips and J for neighbours, and this difference is the attraction. The theorems `hamiltonian_apart` and `hamiltonian_adjacent` prove the two equations. Each shows that the bond sum is supported on four or two bonds, and `omega` settles the integer cases of the exchange.

Next consider exp(i(k₁x + k₂y)). Each hop multiplies it by exp(±ik₁) or exp(±ik₂), so the equation for separated flips gives

(J/2)(4 − 2 cos k₁ − 2 cos k₂) = J(1 − cos k₁) + J(1 − cos k₂).

This is `planePair_apart`, with the phases supplied by `planePair_hop`. The theorem covers only separated flips; a scattering state would also have to satisfy the contact equation. With k₁ = K/2 + q and k₂ = K/2 − q the energy becomes

2J(1 − c cos q) = 2J(1 − c) + 2Jc(1 − cos q).

For −π ≤ K ≤ π and J ≥ 0 the last term is non-negative, and it vanishes at q = 0. This is the proof of `continuum_edge`, where `nlinarith` receives the non-negative product as a hint.

For the bound state, take exp(iK(x+y)/2) z^(y−x) with an unknown complex z ≠ 0, which is `pairState`. An outward hop of the left or right flip multiplies the amplitude by exp(−iK/2)z or exp(iK/2)z. An inward hop gives exp(iK/2)/z or exp(−iK/2)/z. Adding the phases, the Hamiltonian multiplies the amplitude by

J(1 − cz) at contact,

J(2 − c(z + 1/z)) away from contact.

An eigenstate needs the same factor E in both places. Subtracting the first from the second gives

J(1 − c/z) = 0,

so z = c for J ≠ 0, and then

E = J(1 − c²) = J sin²(K/2).

Conversely, if z = c ≠ 0, both factors equal J(1 − c²). The theorem `pairState_eigen_iff` contains both directions, so within this one-parameter family the decay factor and the energy are fixed by the equations. In its proof, `near` and `far` are the two factors above. The forward direction evaluates the equations at the site pairs (0,1) and (0,2), cancels the non-zero amplitude and compares the results. The `linear_combination` steps carry out this algebra.

The final theorem sets z = c. For 0 < K < π we have 0 < c < 1, so the amplitude is non-zero everywhere and, at fixed x, its squared moduli form a geometric series with ratio c² < 1. The distance to the edge is

2J(1 − c) − J(1 − c²) = J(1 − c)² > 0.

The proof rewrites sin² as 1 − cos² and gives `nlinarith` the positivity of J(1 − c)².

The limit K → π shows the binding at its tightest. There c → 0, p(0) → 1, and the two flips sit on neighbouring sites. The energy tends to J, while the free-pair energies 2J(1 − c cos q) all collapse to 2J. The endpoint itself is excluded because the unnormalised amplitude c^(y−x) would vanish at every x < y; dividing by c before taking the limit leaves a non-zero state of neighbouring flips.

A finite ring of N spins would be another way to set up the model. The Hamiltonian could then be an explicit matrix built from the spin operators, and K would take only discrete values. But the separation could be counted either way round the ring, and the single power c^(y−x) would in general no longer fit the periodic boundary condition. The infinite chain avoids this correction and gives the closed form for every K between 0 and π.
